# Green–Kubo integrals for a finite symmetric positive definite collision matrix

Let $L$ be a real symmetric positive definite matrix over a finite index set, let $a,b$ be real vectors with $\langle a,b\rangle=\sum_i a_ib_i$, and for real $t$ and $\omega$ write $C(t)=\langle a,e^{-tL}b\rangle$ and $R(\omega)=(L^2+\omega^2)^{-1}$, where $\omega^2$ stands for $\omega^2$ times the identity. The file below evaluates the integrals of $\cos(\omega t)\,C(t)$ and $\sin(\omega t)\,C(t)$ over positive times in terms of $L$ and $R(\omega)$.

```lean
import Mathlib

open Matrix MeasureTheory Filter NormedSpace Topology

namespace FiniteGreenKubo

noncomputable section

variable {n : Type*} [Fintype n] [DecidableEq n]

/-- The correlation function `⟨a, exp(-tL) b⟩` of two currents relaxing under the
collision matrix `L`. -/
def correlation (L : Matrix n n ℝ) (a b : n → ℝ) (t : ℝ) : ℝ :=
  a ⬝ᵥ (NormedSpace.exp ((-t) • L) *ᵥ b)

/-- The matrix `(L² + ω²)⁻¹` at angular frequency `ω`. -/
def lorentzian (L : Matrix n n ℝ) (ω : ℝ) : Matrix n n ℝ :=
  (L ^ 2 + ω ^ 2 • (1 : Matrix n n ℝ))⁻¹

/-- A positive definite collision matrix is diagonal in a basis of modes with positive
relaxation rates, and `L² + ω²` is inverted mode by mode. -/
theorem normal_modes {L : Matrix n n ℝ} (hL : L.PosDef) :
    ∃ (U V : Matrix n n ℝ) (r : n → ℝ), (∀ i, 0 < r i) ∧ U * V = 1 ∧ V * U = 1 ∧
      L = U * Matrix.diagonal r * V ∧
      ∀ ω : ℝ, (L ^ 2 + ω ^ 2 • (1 : Matrix n n ℝ)) *
        (U * Matrix.diagonal (fun i => 1 / (r i ^ 2 + ω ^ 2)) * V) = 1 := by
  obtain ⟨U, V, r, hr, hUV, hVU, hd⟩ : ∃ (U V : Matrix n n ℝ) (r : n → ℝ),
      (∀ i, 0 < r i) ∧ U * V = 1 ∧ V * U = 1 ∧ L = U * Matrix.diagonal r * V := by
    have h := hL.isHermitian.spectral_theorem
    rw [Unitary.conjStarAlgAut_apply] at h
    exact ⟨(hL.isHermitian.eigenvectorUnitary : Matrix n n ℝ),
      star (hL.isHermitian.eigenvectorUnitary : Matrix n n ℝ),
      hL.isHermitian.eigenvalues, hL.eigenvalues_pos,
      Matrix.mem_unitaryGroup_iff.mp hL.isHermitian.eigenvectorUnitary.2,
      Matrix.mem_unitaryGroup_iff'.mp hL.isHermitian.eigenvectorUnitary.2, h⟩
  refine ⟨U, V, r, hr, hUV, hVU, hd, fun ω => ?_⟩
  -- matrices that are diagonal in the mode basis multiply entrywise
  have hmul : ∀ f g : n → ℝ, (U * Matrix.diagonal f * V) * (U * Matrix.diagonal g * V)
      = U * Matrix.diagonal (fun i => f i * g i) * V := by
    intro f g
    calc _ = U * Matrix.diagonal f * (V * U) * Matrix.diagonal g * V := by
          simp only [Matrix.mul_assoc]
      _ = _ := by
          rw [hVU, Matrix.mul_one, Matrix.mul_assoc U, Matrix.diagonal_mul_diagonal]
  have hsum : Matrix.diagonal (fun i => r i * r i + ω ^ 2)
      = Matrix.diagonal (fun i => r i * r i) + ω ^ 2 • (1 : Matrix n n ℝ) := by
    ext i k
    by_cases h : i = k
    · subst h
      simp
    · simp [h]
  have hsq : L ^ 2 + ω ^ 2 • (1 : Matrix n n ℝ)
      = U * Matrix.diagonal (fun i => r i * r i + ω ^ 2) * V := by
    rw [hsum, Matrix.mul_add, Matrix.add_mul, ← hmul, ← hd, pow_two L, Matrix.mul_smul,
      Matrix.smul_mul, Matrix.mul_one, hUV]
  have hone : (fun i => (r i * r i + ω ^ 2) * (1 / (r i ^ 2 + ω ^ 2))) = fun _ => (1 : ℝ) := by
    funext i
    have hi := hr i
    have hne : r i ^ 2 + ω ^ 2 ≠ 0 := by positivity
    rw [← pow_two, mul_one_div, div_self hne]
  rw [hsq, hmul, hone, Matrix.diagonal_one, Matrix.mul_one, hUV]

/-- For positive definite `L` the matrix `L² + ω²` is invertible at every real frequency,
with inverse `lorentzian L ω`. -/
theorem mul_lorentzian {L : Matrix n n ℝ} (hL : L.PosDef) (ω : ℝ) :
    (L ^ 2 + ω ^ 2 • (1 : Matrix n n ℝ)) * lorentzian L ω = 1 := by
  obtain ⟨U, V, r, -, -, -, -, h⟩ := normal_modes hL
  rw [lorentzian, Matrix.inv_eq_right_inv (h ω)]
  exact h ω

/-- The correlation function is a finite sum of decaying exponentials, and the matrix elements
of `L(L² + ω²)⁻¹` and `(L² + ω²)⁻¹` are sums over the same modes with the same weights. -/
theorem correlation_modes {L : Matrix n n ℝ} (hL : L.PosDef) (a b : n → ℝ) :
    ∃ r w : n → ℝ, (∀ i, 0 < r i) ∧
      (∀ t, correlation L a b t = ∑ i, w i * Real.exp (-r i * t)) ∧
      ∀ ω, a ⬝ᵥ ((L * lorentzian L ω) *ᵥ b) = ∑ i, w i * (r i / (r i ^ 2 + ω ^ 2)) ∧
        a ⬝ᵥ (lorentzian L ω *ᵥ b) = ∑ i, w i * (1 / (r i ^ 2 + ω ^ 2)) := by
  obtain ⟨U, V, r, hr, hUV, hVU, hd, hinv⟩ := normal_modes hL
  have hel : ∀ f : n → ℝ, a ⬝ᵥ ((U * Matrix.diagonal f * V) *ᵥ b)
      = ∑ i, ((a ᵥ* U) i * (V *ᵥ b) i) * f i := by
    intro f
    rw [← Matrix.mulVec_mulVec, ← Matrix.mulVec_mulVec, Matrix.dotProduct_mulVec]
    simp only [dotProduct, Matrix.mulVec_diagonal]
    exact Finset.sum_congr rfl fun i _ => by ring
  refine ⟨r, fun i => (a ᵥ* U) i * (V *ᵥ b) i, hr, fun t => ?_, fun ω => ?_⟩
  · -- the propagator is diagonal in the mode basis
    have hV : U⁻¹ = V := Matrix.inv_eq_right_inv hUV
    have hU : IsUnit U := ⟨⟨U, V, hUV, hVU⟩, rfl⟩
    have hs : Matrix.diagonal (fun i => -r i * t) = (-t) • Matrix.diagonal r := by
      rw [← Matrix.diagonal_smul]
      congr 1
      funext i
      simp only [Pi.smul_apply, smul_eq_mul]
      ring
    have ht : (-t) • L = U * Matrix.diagonal (fun i => -r i * t) * U⁻¹ := by
      rw [hs, hV, Matrix.mul_smul, Matrix.smul_mul, ← hd]
    have he : NormedSpace.exp (fun i => -r i * t) = fun i => Real.exp (-r i * t) := by
      funext i
      rw [Real.exp_eq_exp_ℝ]
      -- evaluation at an index commutes with the exponential
      exact NormedSpace.map_exp (Pi.evalRingHom (fun _ : n => ℝ) i) (continuous_apply i)
        (fun i => -r i * t)
    rw [correlation, ht, Matrix.exp_conj _ _ hU, Matrix.exp_diagonal, hV, he, hel]
  · have hR : lorentzian L ω
        = U * Matrix.diagonal (fun i => 1 / (r i ^ 2 + ω ^ 2)) * V :=
      Matrix.inv_eq_right_inv (hinv ω)
    have hLR : L * lorentzian L ω
        = U * Matrix.diagonal (fun i => r i / (r i ^ 2 + ω ^ 2)) * V := by
      calc L * lorentzian L ω = U * Matrix.diagonal r * (V * U) *
            Matrix.diagonal (fun i => 1 / (r i ^ 2 + ω ^ 2)) * V := by
            rw [hR]
            nth_rewrite 1 [hd]
            simp only [Matrix.mul_assoc]
        _ = _ := by
            rw [hVU, Matrix.mul_one, Matrix.mul_assoc U, Matrix.diagonal_mul_diagonal]
            simp only [mul_one_div]
    exact ⟨by rw [hLR, hel], by rw [hR, hel]⟩

/-- One mode of decay rate `a > 0`, weighted by an oscillation of arbitrary phase and
integrated over all positive times. -/
theorem mode_integral {a : ℝ} (ha : 0 < a) (ω p q : ℝ) :
    IntegrableOn (fun t => (p * Real.cos (ω * t) + q * Real.sin (ω * t)) * Real.exp (-a * t))
      (Set.Ioi 0) ∧
    (∫ t in Set.Ioi (0 : ℝ),
      (p * Real.cos (ω * t) + q * Real.sin (ω * t)) * Real.exp (-a * t))
      = (p * a + q * ω) / (a ^ 2 + ω ^ 2) := by
  have hb : ∀ p q t : ℝ,
      ‖(p * Real.cos (ω * t) + q * Real.sin (ω * t)) * Real.exp (-a * t)‖
        ≤ (|p| + |q|) * Real.exp (-a * t) := by
    intro p q t
    rw [Real.norm_eq_abs, abs_mul, Real.abs_exp]
    refine mul_le_mul_of_nonneg_right ((abs_add_le _ _).trans ?_) (Real.exp_pos _).le
    rw [abs_mul, abs_mul]
    exact add_le_add (mul_le_of_le_one_right (abs_nonneg _) (Real.abs_cos_le_one _))
      (mul_le_of_le_one_right (abs_nonneg _) (Real.abs_sin_le_one _))
  have hint : IntegrableOn
      (fun t => (p * Real.cos (ω * t) + q * Real.sin (ω * t)) * Real.exp (-a * t))
      (Set.Ioi 0) :=
    Integrable.mono' (Integrable.const_mul (exp_neg_integrableOn_Ioi 0 ha) (|p| + |q|))
      (Continuous.aestronglyMeasurable (by fun_prop)) (ae_of_all _ (hb p q))
  refine ⟨hint, ?_⟩
  have hD : a ^ 2 + ω ^ 2 ≠ 0 := by positivity
  -- coefficients of the antiderivative
  obtain ⟨A, B, hA, hB, hval⟩ : ∃ A B : ℝ, -a * A + ω * B = p ∧ -a * B - ω * A = q ∧
      -A = (p * a + q * ω) / (a ^ 2 + ω ^ 2) :=
    ⟨-(a * p + ω * q) / (a ^ 2 + ω ^ 2), (ω * p - a * q) / (a ^ 2 + ω ^ 2),
      by field_simp; ring, by field_simp; ring, by ring⟩
  have hder : ∀ t ∈ Set.Ici (0 : ℝ), HasDerivAt
      (fun t => (A * Real.cos (ω * t) + B * Real.sin (ω * t)) * Real.exp (-a * t))
      ((p * Real.cos (ω * t) + q * Real.sin (ω * t)) * Real.exp (-a * t)) t := by
    intro t _
    have h1 : HasDerivAt (fun t => ω * t) ω t := by
      simpa using (hasDerivAt_id t).const_mul ω
    have h2 : HasDerivAt (fun t => -a * t) (-a) t := by
      simpa using (hasDerivAt_id t).const_mul (-a)
    refine (((h1.cos.const_mul A).fun_add (h1.sin.const_mul B)).fun_mul h2.exp).congr_deriv ?_
    linear_combination (Real.exp (-a * t) * Real.cos (ω * t)) * hA
      + (Real.exp (-a * t) * Real.sin (ω * t)) * hB
  have hexp : Tendsto (fun t : ℝ => (|A| + |B|) * Real.exp (-a * t)) atTop (𝓝 0) := by
    have h : Tendsto (fun t : ℝ => -a * t) atTop atBot :=
      tendsto_id.const_mul_atTop_of_neg (neg_lt_zero.mpr ha)
    simpa using (Real.tendsto_exp_atBot.comp h).const_mul (|A| + |B|)
  rw [integral_Ioi_of_hasDerivAt_of_tendsto' hder hint (squeeze_zero_norm (hb A B) hexp), ← hval]
  simp

/-- The correlation function integrated over positive times against an oscillation of arbitrary
phase: the integrand is integrable, the cosine part selects `L(L² + ω²)⁻¹`, the sine part `ω(L² +
ω²)⁻¹`. -/
theorem ac_response {L : Matrix n n ℝ} (hL : L.PosDef) (a b : n → ℝ) (ω p q : ℝ) :
    IntegrableOn (fun t => (p * Real.cos (ω * t) + q * Real.sin (ω * t)) * correlation L a b t)
      (Set.Ioi 0) ∧
    (∫ t in Set.Ioi (0 : ℝ),
      (p * Real.cos (ω * t) + q * Real.sin (ω * t)) * correlation L a b t)
      = p * (a ⬝ᵥ ((L * lorentzian L ω) *ᵥ b)) + q * ω * (a ⬝ᵥ (lorentzian L ω *ᵥ b)) := by
  obtain ⟨r, w, hr, hC, hR⟩ := correlation_modes hL a b
  have hfun : (fun t => (p * Real.cos (ω * t) + q * Real.sin (ω * t)) * correlation L a b t)
      = fun t => ∑ i, w i *
        ((p * Real.cos (ω * t) + q * Real.sin (ω * t)) * Real.exp (-r i * t)) := by
    funext t
    rw [hC, Finset.mul_sum]
    exact Finset.sum_congr rfl fun i _ => by ring
  have hint : ∀ i, Integrable (fun t => w i *
      ((p * Real.cos (ω * t) + q * Real.sin (ω * t)) * Real.exp (-r i * t)))
      (volume.restrict (Set.Ioi 0)) :=
    fun i => Integrable.const_mul (mode_integral (hr i) ω p q).1 (w i)
  rw [hfun]
  refine ⟨integrable_finsetSum _ fun i _ => hint i, ?_⟩
  rw [integral_finsetSum _ fun i _ => hint i, (hR ω).1, (hR ω).2, Finset.mul_sum,
    Finset.mul_sum, ← Finset.sum_add_distrib]
  refine Finset.sum_congr rfl fun i _ => ?_
  rw [integral_const_mul, (mode_integral (hr i) ω p q).2]
  ring

/-- The cosine transform of the current correlation over positive times converges and equals `⟨a,
L(L² + ω²)⁻¹ b⟩`. -/
theorem green_kubo {L : Matrix n n ℝ} (hL : L.PosDef) (a b : n → ℝ) (ω : ℝ) :
    IntegrableOn (fun t => Real.cos (ω * t) * correlation L a b t) (Set.Ioi 0) ∧
    (∫ t in Set.Ioi (0 : ℝ), Real.cos (ω * t) * correlation L a b t)
      = a ⬝ᵥ ((L * lorentzian L ω) *ᵥ b) := by
  simpa only [one_mul, zero_mul, add_zero] using ac_response hL a b ω 1 0

/-- The sine transform of the current correlation converges and equals
`ω ⟨a, (L² + ω²)⁻¹ b⟩`. -/
theorem green_kubo_sine {L : Matrix n n ℝ} (hL : L.PosDef) (a b : n → ℝ) (ω : ℝ) :
    IntegrableOn (fun t => Real.sin (ω * t) * correlation L a b t) (Set.Ioi 0) ∧
    (∫ t in Set.Ioi (0 : ℝ), Real.sin (ω * t) * correlation L a b t)
      = ω * (a ⬝ᵥ (lorentzian L ω *ᵥ b)) := by
  simpa only [one_mul, zero_mul, zero_add] using ac_response hL a b ω 0 1

/-- The integral of the current correlation over positive times is `⟨a, L⁻¹ b⟩`. -/
theorem green_kubo_static {L : Matrix n n ℝ} (hL : L.PosDef) (a b : n → ℝ) :
    (∫ t in Set.Ioi (0 : ℝ), correlation L a b t) = a ⬝ᵥ (L⁻¹ *ᵥ b) := by
  have h := (green_kubo hL a b 0).2
  simp only [zero_mul, Real.cos_zero, one_mul] at h
  have hinv : L⁻¹ = L * lorentzian L 0 := by
    apply Matrix.inv_eq_right_inv
    have h0 := mul_lorentzian hL 0
    rw [zero_pow two_ne_zero, zero_smul, add_zero, pow_two, Matrix.mul_assoc] at h0
    exact h0
  rw [h, hinv]

/-- If `τ L j = j`, the cosine transform over positive times of the correlation function of `j` with
itself is `(j ⬝ᵥ j) τ / (1 + ω²τ²)`. -/
theorem johnson_nyquist {L : Matrix n n ℝ} (hL : L.PosDef) {j : n → ℝ} {τ : ℝ}
    (hj : τ • (L *ᵥ j) = j) (ω : ℝ) :
    (∫ t in Set.Ioi (0 : ℝ), Real.cos (ω * t) * correlation L j j t)
      = (j ⬝ᵥ j) * τ / (1 + ω ^ 2 * τ ^ 2) := by
  have hR : lorentzian L ω * (L ^ 2 + ω ^ 2 • (1 : Matrix n n ℝ)) = 1 :=
    mul_eq_one_comm.mp (mul_lorentzian hL ω)
  have h2 : τ ^ 2 • (L *ᵥ (L *ᵥ j)) = j := by
    calc τ ^ 2 • (L *ᵥ (L *ᵥ j)) = τ • (L *ᵥ (τ • (L *ᵥ j))) := by
          rw [Matrix.mulVec_smul, smul_smul, pow_two]
      _ = j := by rw [hj, hj]
  -- `τ² (L² + ω²)` multiplies the current by `1 + ω²τ²`
  have h1 : (1 + ω ^ 2 * τ ^ 2) • j
      = τ ^ 2 • ((L ^ 2 + ω ^ 2 • (1 : Matrix n n ℝ)) *ᵥ j) := by
    rw [Matrix.add_mulVec, Matrix.smul_mulVec, Matrix.one_mulVec, pow_two L,
      ← Matrix.mulVec_mulVec, smul_add, h2]
    module
  have h3 : (1 + ω ^ 2 * τ ^ 2) • ((L * lorentzian L ω) *ᵥ j) = τ • j := by
    calc _ = (L * lorentzian L ω) *ᵥ ((1 + ω ^ 2 * τ ^ 2) • j) :=
          (Matrix.mulVec_smul _ _ _).symm
      _ = τ ^ 2 • ((L * lorentzian L ω * (L ^ 2 + ω ^ 2 • (1 : Matrix n n ℝ))) *ᵥ j) := by
          rw [h1, Matrix.mulVec_smul, Matrix.mulVec_mulVec]
      _ = τ • (τ • (L *ᵥ j)) := by
          rw [Matrix.mul_assoc, hR, Matrix.mul_one, smul_smul, pow_two]
      _ = τ • j := by rw [hj]
  have h4 := congrArg (fun v => j ⬝ᵥ v) h3
  simp only [dotProduct_smul, smul_eq_mul] at h4
  rw [(green_kubo hL j j ω).2, eq_div_iff (by positivity)]
  linear_combination h4

end

end FiniteGreenKubo
```

```lean
#print axioms FiniteGreenKubo.green_kubo_sine
-- 'FiniteGreenKubo.green_kubo_sine' depends on axioms: [propext, Classical.choice, Quot.sound]
#print axioms FiniteGreenKubo.green_kubo_static
-- 'FiniteGreenKubo.green_kubo_static' depends on axioms: [propext, Classical.choice, Quot.sound]
#print axioms FiniteGreenKubo.johnson_nyquist
-- 'FiniteGreenKubo.johnson_nyquist' depends on axioms: [propext, Classical.choice, Quot.sound]
```

## Frequency-dependent response as a matrix element

In the code, $C(t)$ is `correlation L a b t` and $R(\omega)$ is `lorentzian L ω`. The type `n` labels the components of a current, `⬝ᵥ` is the dot product, and `*ᵥ` applies a matrix to a vector. The hypothesis `L.PosDef` includes the symmetry of $L$. The theorems `green_kubo` and `green_kubo_sine` state that, for every real $\omega$,

$$\int_0^\infty\cos(\omega t)\,C(t)\,dt=\langle a,LR(\omega)b\rangle,\qquad
\int_0^\infty\sin(\omega t)\,C(t)\,dt=\omega\langle a,R(\omega)b\rangle .$$

Both also state that the integrand is integrable on $(0,\infty)$, and `mul_lorentzian` proves that $L^2+\omega^2$ is invertible. These facts matter because Lean assigns a value even to a divergent integral or to the inverse of a singular matrix.

At zero frequency, `green_kubo_static` gives $\int_0^\infty C(t)\,dt=\langle a,L^{-1}b\rangle$. For a single current $j$ with $\tau Lj=j$, `johnson_nyquist` gives

$$\int_0^\infty\cos(\omega t)\,\langle j,e^{-tL}j\rangle\,dt=\frac{\langle j,j\rangle\,\tau}{1+\omega^2\tau^2}.$$

If $j\neq0$, the condition forces $\tau>0$, because $\langle j,j\rangle=\tau\langle j,Lj\rangle$ and both inner products are positive. It then says that $j$ is an eigenvector of $L$ with rate $1/\tau$. If $j=0$, both sides vanish for any $\tau$.

## The relaxation model behind the matrix

The matrix $L$ plays the role of a linearised collision operator: a deviation $f$ from equilibrium obeys $\dot f=-Lf$, so $e^{-tL}$ propagates it. Symmetry stands for detailed balance, in variables where the equilibrium weights have been absorbed into the vectors. Positive definiteness means that every deviation decays, so conserved quantities, which would be zero modes of $L$, have to be removed beforehand. An antisymmetric part of the generator, such as the one a magnetic field produces, is excluded.

The Green–Kubo relation of statistical mechanics connects a transport coefficient to equilibrium fluctuations of microscopic dynamics. Here the exponential form of the correlation is a definition, and the theorems evaluate its time integrals. Prefactors containing temperature and volume are left out. Likewise, despite its name, `johnson_nyquist` is not the Johnson–Nyquist formula, which relates the strength of thermal noise to resistance and temperature; it evaluates the cosine transform for a current with a single relaxation time. The integrals run over positive times only.

For electronic transport in a linearised Boltzmann model with finitely many states and such an $L$, these identities give the integrals at each frequency from the solution of a linear system, without propagation in time.

## Decomposition into decaying modes

The spectral theorem gives $L=U\,\mathrm{diag}(r)\,V$, where $U$ is orthogonal, $V=U^{T}$ and all $r_i>0$. Since $VU=1$, matrices of this form multiply entry by entry on the diagonal, and therefore

$$L^2+\omega^2=U\,\mathrm{diag}(r_i^2+\omega^2)\,V,\qquad
R(\omega)=U\,\mathrm{diag}\!\left(\frac1{r_i^2+\omega^2}\right)V .$$

The denominators are positive even at $\omega=0$. This is the content of `normal_modes`, where `hmul` is the multiplication rule.

With the weights $w_i=(a^{T}U)_i\,(Vb)_i$, taking matrix elements gives

$$C(t)=\sum_iw_ie^{-r_it},\quad
\langle a,LR(\omega)b\rangle=\sum_i\frac{w_ir_i}{r_i^2+\omega^2},\quad
\langle a,R(\omega)b\rangle=\sum_i\frac{w_i}{r_i^2+\omega^2}.$$

The lemma `correlation_modes` proves all three. Its step `hel` computes the matrix element of any matrix diagonal in the mode basis. For $C(t)$, the proof uses that the exponential commutes with the change of basis (`Matrix.exp_conj`) and that the exponential of a diagonal matrix is found by exponentiating its diagonal entries (`Matrix.exp_diagonal` and the step `he`).

## The integral for one mode

It remains to integrate $(p\cos\omega t+q\sin\omega t)\,e^{-rt}$ for one rate $r>0$, which `mode_integral` calls `a`, and real $p,q$. The absolute value is at most $(|p|+|q|)e^{-rt}$, so the function is integrable. Take the trial antiderivative

$$F(t)=(A\cos\omega t+B\sin\omega t)\,e^{-rt}.$$

Differentiating and comparing the coefficients of cosine and sine gives

$$-rA+\omega B=p,\qquad -rB-\omega A=q,$$

with the solution

$$A=-\frac{rp+\omega q}{r^2+\omega^2},\qquad B=\frac{\omega p-rq}{r^2+\omega^2}.$$

Since $F(t)\to0$ as $t\to\infty$, the integral is

$$-F(0)=-A=\frac{pr+q\omega}{r^2+\omega^2}.$$

In Lean, `hder` checks the derivative, `hb` supplies the bound both for integrability and for the limit of $F$, and `integral_Ioi_of_hasDerivAt_of_tendsto'` is the fundamental theorem of calculus on the half-line.

Multiplying by $w_i$ and summing over the finitely many modes gives `ac_response`:

$$\int_0^\infty(p\cos\omega t+q\sin\omega t)\,C(t)\,dt
=p\,\langle a,LR(\omega)b\rangle+q\,\omega\,\langle a,R(\omega)b\rangle .$$

The choices $(p,q)=(1,0)$ and $(0,1)$ yield the cosine and sine transforms.

## Zero frequency and a single relaxation time

At $\omega=0$ the defining property of $R$ reads $L^2R(0)=1$, or $L\,(LR(0))=1$. Hence $LR(0)=L^{-1}$, and the cosine transform becomes the static formula.

For a current with a single relaxation time, applying $\tau Lj=j$ twice gives $\tau^2L^2j=j$, and so

$$(1+\omega^2\tau^2)\,j=\tau^2(L^2+\omega^2)\,j .$$

Now apply $LR(\omega)$ to both sides. Because $R(\omega)$ is also a left inverse of $L^2+\omega^2$,

$$(1+\omega^2\tau^2)\,LR(\omega)j=\tau^2Lj=\tau j .$$

Taking the dot product with $j$ and dividing by the positive number $1+\omega^2\tau^2$ gives the stated cosine transform. The steps `h1` and `h3` in `johnson_nyquist` are these two displayed equations, and `h4` is the dot product. The argument works directly with the eigenvector condition, without returning to the mode sum.
